# Negative spectral weight in the truncated Dyson series of two coupled levels

Let a level of energy $e$ be coupled by a real amplitude $v\ne0$ to a second level of energy $d\ne e$. Write $G_0(z)=1/(z-e)$ for its bare propagator and $S(z)=v^2/(z-d)$ for its self-energy, often written $\Sigma$. For every sufficiently small broadening $\eta>0$, the first-order propagator $G_0+G_0SG_0$ has a negative spectral function $-\operatorname{Im}G(E+i\eta)$ at some real energy $E$. The resummed propagator $G=1/(z-e-S)$ has a positive one at every $E$ and every $\eta>0$.

The negative sign persists at every higher order of truncation
$$G_n=G_0\sum_{k=0}^{n}(SG_0)^k,\qquad n\ge1.$$
In this non-interacting two-level model, adding self-energy corrections order by order can therefore spoil a density of states that the Dyson equation, with the same self-energy, keeps positive.

## Positivity after resummation

At $z=E+i\eta$,
$$S(z)=\frac{v^2}{(E-d)^2+\eta^2}\,\bigl[(E-d)-i\eta\bigr],$$
so $\operatorname{Im}S\le0$. The denominator $w=z-e-S$ then has $\operatorname{Im}w=\eta-\operatorname{Im}S>0$, and
$$-\operatorname{Im}\frac1w=\frac{\operatorname{Im}w}{|w|^2}>0.$$

## A multiple pole at the bare level

Near $e$ put $z=e+\eta u$ with $u=x+i$ and $x$ real, so that $E=e+\eta x$ and $G_0=1/(\eta u)$. Then
$$\eta^{n+1}G_n=\sum_{k=0}^{n}\eta^{n-k}\,\frac{S(e+\eta u)^k}{u^{k+1}}\;\longrightarrow\;\frac{s^n}{u^{n+1}}\qquad(\eta\to0),$$
where $s=S(e)=v^2/(e-d)$ is real and nonzero.

Set $m=n+1\ge2$, $c=s^n$ and $x=\cot\theta$ with $0<\theta<\pi$. Since $u=e^{i\theta}/\sin\theta$,
$$\operatorname{Im}\frac{c}{u^m}=-c\,\sin^m\theta\,\sin m\theta .$$
For $c<0$ take $\theta=\pi/(2m)$, where $\sin m\theta=1$. For $c>0$ take $\theta=3\pi/(2m)$, where $\sin m\theta=-1$; this angle is below $\pi$ because $m\ge2$. Either way the limit has positive imaginary part. By continuity $\operatorname{Im}G_n>0$ for all small $\eta>0$, so the spectral function is negative there.

## An explicit range of broadening at first order

Take $E=e+\sigma\eta$ with a sign $\sigma=\pm1$. Then $G_0=(\sigma-i)/(2\eta)$ and $G_0^2=-i\sigma/(2\eta^2)$, which gives
$$-\operatorname{Im}(G_0+G_0SG_0)=\frac{\eta+\sigma\operatorname{Re}S}{2\eta^2}.$$
Let $a=|e-d|$ and choose $\sigma$ so that $E$ lies on the side of $e$ facing $d$. If $2\eta<a$, then $|E-d|=a-\eta$ and $\sigma\operatorname{Re}S$ is negative, with
$$|\operatorname{Re}S|=\frac{v^2(a-\eta)}{(a-\eta)^2+\eta^2}.$$
If also $2\eta a<v^2$, this exceeds $\eta$, because
$$v^2(a-\eta)>\tfrac12v^2a>\eta a^2>\eta\bigl[(a-\eta)^2+\eta^2\bigr].$$
The last inequality uses $(a-\eta)^2+\eta^2=a^2-2\eta(a-\eta)$. The spectral function is therefore negative at this $E$.

## Propagators as functions of complex energy

In Lean 4 with Mathlib:

```lean
import Mathlib

open Complex Topology

namespace TruncatedDysonSeries

noncomputable section
```

The parameters are real numbers, and propagators are functions from `ℂ` to `ℂ`.

```lean
/-- The bare propagator `1/(z - e)` of a level of energy `e`, for `z ≠ e`. -/
def bareG (e : ℝ) (z : ℂ) : ℂ := 1 / (z - e)

/-- The self-energy `v²/(z - d)` from coupling `v` to a second level of energy `d`,
for `z ≠ d`. -/
def selfEnergy (d v : ℝ) (z : ℂ) : ℂ := (v : ℂ) ^ 2 / (z - d)
```

The self-energy is postulated in the form produced by eliminating one discrete level. The step from a Hamiltonian to the model is the identification of `resummedG` with the first diagonal element of $(z-H)^{-1}$ for $H=\begin{pmatrix}e&v\\v&d\end{pmatrix}$; it follows by inverting the two-by-two matrix $z-H$ and is not formalised here.

```lean
/-- The Dyson series cut after `n` self-energy insertions, for `z ≠ e`. -/
def truncatedG (n : ℕ) (e : ℝ) (S : ℂ → ℂ) (z : ℂ) : ℂ :=
  ∑ k ∈ Finset.range (n + 1), bareG e z * (S z * bareG e z) ^ k
```

Here `n` counts the largest number of self-energy insertions, and `S` is an arbitrary function, so the general lemmas apply beyond the two-level form.

```lean
/-- The resummed propagator `1/(z - e - S(z))`, for `z - e ≠ S(z)`. -/
def resummedG (e : ℝ) (S : ℂ → ℂ) (z : ℂ) : ℂ := 1 / (z - e - S z)

/-- The spectral function `-Im G(E + iη)`, without the customary factor `1/π`. -/
def spectral (G : ℂ → ℂ) (E η : ℝ) : ℝ := -(G (E + η * I)).im
```

The usual spectral function carries a factor $1/\pi$, which is omitted here and does not affect signs. The broadening `η` stays finite; no limit onto the real axis is taken.

```lean
/-- With one insertion the truncated series is `G0 + G0 S G0`. -/
theorem truncatedG_one (e : ℝ) (S : ℂ → ℂ) (z : ℂ) :
    truncatedG 1 e S z = bareG e z + bareG e z * S z * bareG e z := by
  rw [truncatedG, Finset.sum_range_succ, Finset.sum_range_one]
  ring
```

This identifies `n = 1` with the first-order expression in the opening claim.

## The sign of the self-energy and the resummed propagator

```lean
/-- For `η > 0` the self-energy at `E + iη` is the real factor `v²/((E - d)² + η²)` times
`(E - d) - iη`. -/
theorem selfEnergy_eq (d v E : ℝ) {η : ℝ} (hη : 0 < η) :
    selfEnergy d v (E + η * I) =
      ((v ^ 2 / ((E - d) ^ 2 + η ^ 2) : ℝ) : ℂ) * (((E - d : ℝ) : ℂ) - η * I) := by
  have hz : (E : ℂ) + η * I - d ≠ 0 := by
    intro h
    have h' := congrArg Complex.im h
    simp at h'
    exact hη.ne' h'
  have hD : ((E : ℂ) - d) ^ 2 + (η : ℂ) ^ 2 ≠ 0 := by
    have h : (E - d) ^ 2 + η ^ 2 ≠ 0 := by positivity
    exact_mod_cast h
  have hmul : ((E : ℂ) - d - η * I) * (E + η * I - d) = ((E : ℂ) - d) ^ 2 + (η : ℂ) ^ 2 := by
    linear_combination (-(η : ℂ) ^ 2) * I_sq
  push_cast
  rw [selfEnergy, div_eq_iff hz, mul_assoc, hmul, div_mul_cancel₀ _ hD]
```

The denominator $z-d$ is nonzero because its imaginary part is $\eta$. Clearing it leaves the identity $(E-d-i\eta)(E-d+i\eta)=(E-d)^2+\eta^2$.

```lean
/-- If the self-energy has nonpositive imaginary part at `E + iη` with `η > 0`, the resummed
propagator has positive spectral function there. -/
theorem resummed_pos (e E : ℝ) {η : ℝ} (hη : 0 < η) (S : ℂ → ℂ)
    (hS : (S (E + η * I)).im ≤ 0) : 0 < spectral (resummedG e S) E η := by
  have him : 0 < ((E : ℂ) + η * I - e - S (E + η * I)).im := by
    simp only [sub_im, add_im, ofReal_im, mul_im, ofReal_re, I_re, I_im]
    linarith
  have hne : (E : ℂ) + η * I - e - S (E + η * I) ≠ 0 := by
    intro h
    rw [h] at him
    simp at him
  rw [spectral, resummedG, one_div, inv_im, neg_div, neg_neg]
  exact div_pos him (normSq_pos.2 hne)
```

The only condition on `S` is a nonpositive imaginary part at the point considered. The proof computes $\operatorname{Im}w>0$, deduces $w\ne0$, and applies the formula for the imaginary part of an inverse.

## Truncation at any order

```lean
/-- A real nonzero multiple of a pole of order `m ≥ 2` has positive imaginary part
somewhere on the line `Im = 1`. -/
theorem multiple_pole_sign {c : ℝ} (hc : c ≠ 0) {m : ℕ} (hm : 2 ≤ m) :
    ∃ x : ℝ, 0 < ((c : ℂ) * (((x : ℂ) + I) ^ m)⁻¹).im := by
  -- a direction θ for which the m-th power is purely imaginary, with the right sign
  have key : ∀ θ : ℝ, 0 < θ → θ < Real.pi → Real.cos (m * θ) = 0 →
      c * Real.sin (m * θ) < 0 → ∃ x : ℝ, 0 < ((c : ℂ) * (((x : ℂ) + I) ^ m)⁻¹).im := by
    intro θ h0 hpi hcos hsin
    have hs : 0 < Real.sin θ := Real.sin_pos_of_pos_of_lt_pi h0 hpi
    have hs' : Complex.sin θ ≠ 0 := by
      rw [← ofReal_sin]
      exact_mod_cast hs.ne'
    obtain ⟨r, hr⟩ : ∃ r : ℝ, r = (Real.sin θ ^ m)⁻¹ * Real.sin (m * θ) := ⟨_, rfl⟩
    have hcr : c * r < 0 := by
      have h := mul_neg_of_pos_of_neg (inv_pos.2 (pow_pos hs m)) hsin
      rw [hr]
      linarith
    have hpow : (((Real.cos θ / Real.sin θ : ℝ) : ℂ) + I) ^ m = (r : ℂ) * I := by
      have h1 : ((Real.cos θ / Real.sin θ : ℝ) : ℂ) + I
          = (Complex.sin θ)⁻¹ * (Complex.cos θ + Complex.sin θ * I) := by
        push_cast
        field_simp
      have h2 : Complex.cos (m * θ) = 0 := by exact_mod_cast congrArg ofReal hcos
      rw [h1, mul_pow, Complex.cos_add_sin_mul_I_pow, h2, hr]
      push_cast
      rw [inv_pow]
      ring
    refine ⟨Real.cos θ / Real.sin θ, ?_⟩
    have hr0 : r ≠ 0 := by
      rintro rfl
      simp at hcr
    have h3 : (c : ℂ) * ((r : ℂ) * I)⁻¹ = ((-(c * r) / r ^ 2 : ℝ) : ℂ) * I := by
      have hrc : (r : ℂ) ≠ 0 := by exact_mod_cast hr0
      rw [mul_inv, inv_I]
      push_cast
      field_simp
    rw [hpow, h3, im_ofReal_mul, I_im, mul_one]
    exact div_pos (by linarith) (by positivity)
  have hm' : (2 : ℝ) ≤ m := by exact_mod_cast hm
  have hm0 : (0 : ℝ) < m := by linarith
  have hp := Real.pi_pos
  rcases lt_or_gt_of_ne hc with h | h
  · have e1 : (m : ℝ) * (Real.pi / (2 * m)) = Real.pi / 2 := by field_simp
    refine key (Real.pi / (2 * m)) (by positivity) ?_ ?_ ?_
    · rw [div_lt_iff₀ (by positivity)]
      nlinarith
    · rw [e1, Real.cos_pi_div_two]
    · rw [e1, Real.sin_pi_div_two]
      linarith
  · have e1 : (m : ℝ) * (3 * Real.pi / (2 * m)) = Real.pi / 2 + Real.pi := by
      field_simp
      ring
    refine key (3 * Real.pi / (2 * m)) (by positivity) ?_ ?_ ?_
    · rw [div_lt_iff₀ (by positivity)]
      nlinarith
    · rw [e1, Real.cos_add_pi, Real.cos_pi_div_two, neg_zero]
    · rw [e1, Real.sin_add_pi, Real.sin_pi_div_two]
      linarith
```

The inner statement `key` treats any angle with $\cos m\theta=0$ and $c\sin m\theta<0$. De Moivre's formula makes $u^m$ equal to $ri$ with $r$ real and $cr<0$, so $c/u^m$ is a positive multiple of $i$. The two final cases supply the angles chosen above.

```lean
/-- If the self-energy is continuous at the bare level with a real nonzero value there, every
truncation with `n ≥ 1` insertions has a negative spectral function somewhere, for all
sufficiently small `η > 0`. -/
theorem truncated_neg {n : ℕ} (hn : 1 ≤ n) (e : ℝ) {s : ℝ} (hs : s ≠ 0) (S : ℂ → ℂ)
    (hS : ContinuousAt S e) (hSe : S e = s) :
    ∃ η₀ > 0, ∀ η : ℝ, 0 < η → η < η₀ → ∃ E : ℝ, spectral (truncatedG n e S) E η < 0 := by
  obtain ⟨x, hx⟩ := multiple_pole_sign (pow_ne_zero n hs) (show 2 ≤ n + 1 by omega)
  obtain ⟨u, hu⟩ : ∃ u : ℂ, u = x + I := ⟨_, rfl⟩
  rw [← hu] at hx
  have hu0 : u ≠ 0 := by
    intro h
    have h' := congrArg Complex.im (hu.symm.trans h)
    simp at h'
  -- the series at e + ηu, multiplied by η^(n+1)
  let F : ℝ → ℂ := fun η => ∑ k ∈ Finset.range (n + 1),
    (η : ℂ) ^ (n - k) * S (e + η * u) ^ k * (u ^ (k + 1))⁻¹
  have hSu : ContinuousAt (fun η : ℝ => S (e + η * u)) 0 :=
    ContinuousAt.comp_of_eq (f := fun η : ℝ => (e : ℂ) + η * u) hS (by fun_prop) (by simp)
  have hF : ContinuousAt F 0 := tendsto_finsetSum _ fun k _ =>
    ((continuous_ofReal.continuousAt.pow (n - k)).mul (hSu.pow k)).mul continuousAt_const
  have hF0 : F 0 = ((s ^ n : ℝ) : ℂ) * (u ^ (n + 1))⁻¹ := by
    change ∑ k ∈ Finset.range (n + 1), _ = _
    rw [Finset.sum_range_succ, Finset.sum_eq_zero]
    · simp [hSe]
    · intro k hk
      have hk' : n - k ≠ 0 := by
        have := Finset.mem_range.1 hk
        omega
      simp [hk']
  have him : ContinuousAt (fun η => (F η).im) 0 := continuous_im.continuousAt.comp hF
  have hpos : 0 < (F 0).im := by rw [hF0]; exact hx
  obtain ⟨ε, hε, hball⟩ := Metric.eventually_nhds_iff.1 (him.eventually (lt_mem_nhds hpos))
  refine ⟨ε, hε, fun η hη hlt => ⟨e + η * x, ?_⟩⟩
  have hFη : 0 < (F η).im := hball (by rwa [Real.dist_eq, sub_zero, abs_of_pos hη])
  have hηc : (η : ℂ) ≠ 0 := by exact_mod_cast hη.ne'
  have hz : ((e + η * x : ℝ) : ℂ) + η * I = e + η * u := by
    rw [hu]
    push_cast
    ring
  have hG : truncatedG n e S (e + η * u) = (((η ^ (n + 1))⁻¹ : ℝ) : ℂ) * F η := by
    change _ = _ * ∑ k ∈ Finset.range (n + 1), _
    rw [truncatedG, Finset.mul_sum]
    refine Finset.sum_congr rfl fun k hk => ?_
    have hp : (η : ℂ) ^ (n + 1) = (η : ℂ) ^ (n - k) * (η : ℂ) ^ (k + 1) := by
      rw [← pow_add]
      congr 1
      have := Finset.mem_range.1 hk
      omega
    rw [bareG, add_sub_cancel_left]
    push_cast
    rw [hp]
    generalize n - k = j
    have hj : ((η : ℂ) ^ j)⁻¹ * (η : ℂ) ^ j = 1 := inv_mul_cancel₀ (pow_ne_zero j hηc)
    linear_combination
      (-(((η : ℂ) ^ (k + 1))⁻¹ * S (e + η * u) ^ k * (u ^ (k + 1))⁻¹)) * hj
  rw [spectral, hz, hG, im_ofReal_mul]
  exact neg_neg_of_pos (mul_pos (by positivity) hFη)
```

The function `F` is the rescaled series $\eta^{n+1}G_n$, written without negative powers of $\eta$ so that it makes sense at $\eta=0$. There every term with $k<n$ vanishes, which is `hF0`. Continuity of `S` at `e` gives continuity of `F`, and the radius on which $\operatorname{Im}F$ stays positive serves as `η₀`. The identity `hG` then returns to the propagator. The energy `E` may depend on `η`.

## First order with explicit bounds

```lean
/-- At distance `η > 0` to either side of the bare level (`σ = ±1`), the spectral function of
`G0 + G0 S G0` equals `(η + σ Re S)/(2η²)`. -/
theorem first_order_spectral (e : ℝ) {σ η : ℝ} (hσ : σ ^ 2 = 1) (hη : 0 < η) (S : ℂ → ℂ) :
    spectral (truncatedG 1 e S) (e + σ * η) η =
      (η + σ * (S ((e + σ * η : ℝ) + η * I)).re) / (2 * η ^ 2) := by
  rw [spectral, truncatedG_one]
  generalize S ((e + σ * η : ℝ) + η * I) = T
  obtain ⟨c, hc⟩ : ∃ c : ℝ, c = 1 / (2 * η) := ⟨_, rfl⟩
  have hcη : (c : ℂ) * η = 1 / 2 := by
    have h : c * η = 1 / 2 := by rw [hc]; field_simp
    rw [← ofReal_mul, h]
    norm_num
  have hσ' : (σ : ℂ) ^ 2 = 1 := by exact_mod_cast hσ
  have hw : ((e + σ * η : ℝ) : ℂ) + η * I - e ≠ 0 := by
    intro h
    have h' := congrArg Complex.im h
    simp at h'
    exact hη.ne' h'
  have hg : bareG e ((e + σ * η : ℝ) + η * I) = (c : ℂ) * (σ - I) := by
    rw [bareG, div_eq_iff hw]
    push_cast
    linear_combination (-((σ : ℂ) ^ 2 - I ^ 2)) * hcη - (1 / 2) * hσ' + (1 / 2) * I_sq
  -- the square of the bare propagator is purely imaginary at these energies
  have h2 : (c : ℂ) * (σ - I) + c * (σ - I) * T * (c * (σ - I))
      = c * (σ - I) + ((-(2 * σ * c ^ 2) : ℝ) : ℂ) * (T * I) := by
    push_cast
    linear_combination (c : ℂ) ^ 2 * T * (hσ' + I_sq)
  have i1 : ((σ : ℂ) - I).im = -1 := by simp
  have i2 : (T * I).im = T.re := by simp
  rw [hg, h2, add_im, im_ofReal_mul, im_ofReal_mul, i1, i2, hc]
  field_simp
  ring
```

The letter `σ` is a sign, encoded by `σ ^ 2 = 1`, and not a self-energy. The identity `h2` expresses that $G_0^2$ is purely imaginary at these two energies.

```lean
/-- For `0 < η`, `2η < |e - d|` and `2η|e - d| < v²`, the spectral function of `G0 + G0 S G0`
is negative at one of the energies `e - η`, `e + η`. -/
theorem first_order_neg {e d v η : ℝ} (hη : 0 < η) (h1 : 2 * η < |e - d|)
    (h2 : 2 * η * |e - d| < v ^ 2) :
    ∃ σ : ℝ, σ ^ 2 = 1 ∧ spectral (truncatedG 1 e (selfEnergy d v)) (e + σ * η) η < 0 := by
  have key : ∀ a : ℝ, 2 * η < a → 2 * η * a < v ^ 2 →
      η < v ^ 2 / ((a - η) ^ 2 + η ^ 2) * (a - η) := by
    intro a ha hv
    have b1 : 0 < η ^ 2 * (a - η) := mul_pos (by positivity) (by linarith)
    have b2 : 0 < (v ^ 2 - 2 * η * a) * a := mul_pos (by linarith) (by linarith)
    have b3 : 0 ≤ v ^ 2 * (a - 2 * η) := mul_nonneg (by positivity) (by linarith)
    rw [div_mul_eq_mul_div, lt_div_iff₀ (by positivity)]
    nlinarith
  have hre : ∀ E : ℝ, (selfEnergy d v (E + η * I)).re
      = v ^ 2 / ((E - d) ^ 2 + η ^ 2) * (E - d) := by
    intro E
    rw [selfEnergy_eq d v E hη, re_ofReal_mul]
    simp
  rcases le_total 0 (e - d) with h | h
  · rw [abs_of_nonneg h] at h1 h2
    refine ⟨-1, by norm_num, ?_⟩
    rw [first_order_spectral e (by norm_num) hη, hre,
      show e + -1 * η - d = e - d - η by ring]
    exact div_neg_of_neg_of_pos (by linarith [key _ h1 h2]) (by positivity)
  · rw [abs_of_nonpos h] at h1 h2
    refine ⟨1, by norm_num, ?_⟩
    rw [first_order_spectral e (by norm_num) hη, hre,
      show e + 1 * η - d = -(-(e - d) - η) by ring, neg_sq]
    exact div_neg_of_neg_of_pos (by linarith [key _ h1 h2]) (by positivity)
```

Here `key` is the inequality $|\operatorname{Re}S|>\eta$, obtained from three products of known sign. The case split on the sign of $e-d$ selects the side facing $d$.

## The two signs together

```lean
/-- For `e ≠ d` and `v ≠ 0`, every truncation with `n ≥ 1` insertions has a negative spectral
function at some energy for all sufficiently small `η > 0`, whereas the resummed propagator has
a positive one at every energy and every `η > 0`. -/
theorem truncation_breaks_positivity {e d v : ℝ} (hed : e ≠ d) (hv : v ≠ 0) {n : ℕ}
    (hn : 1 ≤ n) :
    (∃ η₀ > 0, ∀ η : ℝ, 0 < η → η < η₀ →
      ∃ E : ℝ, spectral (truncatedG n e (selfEnergy d v)) E η < 0) ∧
    ∀ E η : ℝ, 0 < η → 0 < spectral (resummedG e (selfEnergy d v)) E η := by
  constructor
  · have hne : (e : ℂ) - d ≠ 0 := by exact_mod_cast sub_ne_zero.2 hed
    have hs : v ^ 2 / (e - d) ≠ 0 := div_ne_zero (pow_ne_zero 2 hv) (sub_ne_zero.2 hed)
    refine truncated_neg hn e hs _ ?_ (by simp [selfEnergy])
    exact continuousAt_const.div (continuousAt_id.sub continuousAt_const) hne
  · intro E η hη
    refine resummed_pos e E hη _ ?_
    -- for `η > 0` the imaginary part of the self-energy at `E + iη` is never positive
    have him : (((E - d : ℝ) : ℂ) - η * I).im = -η := by simp
    rw [selfEnergy_eq d v E hη, im_ofReal_mul, him]
    exact mul_nonpos_of_nonneg_of_nonpos (by positivity) (by linarith)

end

end TruncatedDysonSeries
```

The first half holds for each `n ≥ 1`, with a threshold `η₀` that may depend on `n` and on the parameters. The condition `e ≠ d` makes $S$ continuous at $e$, and with `v ≠ 0` its value there is nonzero, as `truncated_neg` requires. With $v=0$ every truncation reduces to $G_0$, whose spectral function is positive. The second half feeds $\operatorname{Im}S\le0$, read off from `selfEnergy_eq`, into `resummed_pos`.

```lean
#print axioms TruncatedDysonSeries.truncated_neg
#print axioms TruncatedDysonSeries.first_order_neg
#print axioms TruncatedDysonSeries.truncation_breaks_positivity
```

```
'TruncatedDysonSeries.truncated_neg' depends on axioms: [propext, Classical.choice, Quot.sound]
'TruncatedDysonSeries.first_order_neg' depends on axioms: [propext, Classical.choice, Quot.sound]
'TruncatedDysonSeries.truncation_breaks_positivity' depends on axioms: [propext, Classical.choice, Quot.sound]
```
